# In strong exchange fields, hopping lowers the energy of a half-filled dimer by (t²/2D)(1 − cos θ) to leading order

To extract an exchange constant from a noncollinear calculation, I tilt one magnetic moment against another, record the energy at several angles and fit a cosine. In the smallest model of this, two sites are joined by hopping −t, each site carries an exchange field of strength D, and the two field directions enclose the angle θ. At half filling the band energy is supposed to be

E(D) = −√(D² + t² + 2Dtc) − √(D² + t² − 2Dtc), c = cos(θ/2),

and for large D the cosine should emerge with the superexchange coefficient t²/U, if D = U/2 and U is the on-site Coulomb repulsion:

D(E(D) + 2D) → −(t²/2)(1 − cos θ).

Can this be proved from the Hamiltonian, square roots included, and checked by machine?

## From the 4×4 Hamiltonian to the cosine

Yes. Let ε be the energy variable and H the one-electron Hamiltonian. In 2×2 spin blocks, ε − H has diagonal blocks P and Q and off-diagonal blocks t times the identity, with

P = [ε + D, 0; 0, ε − D]

Q = [ε + D cos θ, D sin θ; D sin θ, ε − D cos θ].

Because the off-diagonal blocks commute with everything, the determinant is

det(ε − H) = det(PQ − t²) = det P · det Q − t² tr(PQ) + t⁴.

Here det P = det Q = ε² − D² and tr(PQ) = 2ε² + 2D² cos θ. Inserting cos θ = 2c² − 1 gives

det(ε − H) = (ε² − D² − t²)² − 4D²t²c².

This is a difference of squares, so the levels are ±√(D² + t² ± 2Dtc). Two of them are non-positive and two non-negative. Half filling puts two electrons into the lower pair, which gives E(D).

For the limit, let x be c or −c and write e = √(D² + t² + 2Dtx). Then

e² − (D + tx)² = t²(1 − x²)

e − (D + tx) = t²(1 − x²) / (e + D + tx).

Suppose |t| < D. Since |x| ≤ 1, e² lies between (D − |t|)² and (D + |t|)², so e lies between D − |t| and D + |t|. The same holds for D + tx, and the last denominator therefore lies between 2(D − |t|) and 2(D + |t|).

Now add the cases x = c and x = −c. The terms linear in t cancel, and t²(1 − c²) = (t²/2)(1 − cos θ), so

(t²/2)(1 − cos θ)/(D + |t|) ≤ −(E + 2D) ≤ (t²/2)(1 − cos θ)/(D − |t|).

Multiplying by D and letting D → ∞ squeezes D(E + 2D) to the stated limit. With U = 2D, subtracting the results for two angles θ and θ′ gives

U(E(θ) − E(θ′)) → t²(cos θ − cos θ′).

The coefficient t²/U of the cosine is J/4 with J = 4t²/U, as for classical spins of length ½ coupled by J S₁·S₂. The antiparallel arrangement is thus favoured when t ≠ 0. For parallel fields and |t| ≤ D, the occupied levels are −(D + t) and −(D − t). Their sum is exactly −2D, so hopping gains nothing.

## What the Lean definitions and theorems say

`hamiltonian D t θ` is the real matrix in the basis (1 up, 1 down, 2 up, 2 down). The field on site 1 points along z and the field on site 2 is tilted in the xz-plane. A positive D lowers the spin state along the local field.

`energy D t θ` takes the real roots of the characteristic polynomial with multiplicity, replaces each root e by `min e 0`, and sums. The square-root formula is therefore the theorem `energy_eq`, not a definition. There is no separate filling parameter: by `spectrum_eq` the levels come in pairs of opposite sign, so summing the negative ones gives the two-electron ground-state energy.

`superexchange_limit` holds for all real t and θ. `Tendsto … atTop (𝓝 …)` is the limit D → ∞ at fixed t and θ. `superexchange_bounds` is the estimate at finite D, under the hypothesis `|t| < D`. `heisenberg_limit` is the statement for energy differences, and `energy_parallel` is the exact parallel case.

The electrons are non-interacting and move in prescribed fields. U enters only through D = U/2, the mean-field value for a fully polarised site with one electron. Self-consistency of the moments and the double-counting terms are left out. There is no bridging ligand, and the cosine is a classical law for field directions, not an operator S₁·S₂ derived from the interacting Hubbard dimer. Within this two-site model, the closed formula for E(D) can serve as a test for a noncollinear tight-binding program.

```lean
import Mathlib

open Filter Topology Polynomial

namespace SuperexchangeDimer

noncomputable section

/-- One-electron Hamiltonian of a dimer with hopping `-t` and exchange fields of strength `D`.
The field on site 1 points along z, the field on site 2 is tilted by `θ` in the xz-plane;
the basis is (1 up, 1 down, 2 up, 2 down). -/
def hamiltonian (D t θ : ℝ) : Matrix (Fin 4) (Fin 4) ℝ :=
  !![-D, 0, -t, 0;
     0, D, 0, -t;
     -t, 0, -(D * Real.cos θ), -(D * Real.sin θ);
     0, -t, -(D * Real.sin θ), D * Real.cos θ]

/-- The band energy: the sum of all negative one-electron levels, counted with multiplicity. -/
def energy (D t θ : ℝ) : ℝ :=
  ((hamiltonian D t θ).charpoly.roots.map (fun e => min e 0)).sum

/-- The square root `√(D² + t² + 2Dtx)`, in which `x` measures the spin overlap. -/
def level (D t x : ℝ) : ℝ := Real.sqrt (D ^ 2 + t ^ 2 + 2 * D * t * x)

/-- The secular determinant of the dimer factorises into two quadratic factors. -/
theorem secular_det (D t θ x : ℝ) :
    (Matrix.scalar (Fin 4) x - hamiltonian D t θ).det =
      (x ^ 2 - (D ^ 2 + t ^ 2 + 2 * D * t * Real.cos (θ / 2))) *
        (x ^ 2 - (D ^ 2 + t ^ 2 - 2 * D * t * Real.cos (θ / 2))) := by
  have hk := Real.cos_two_mul (θ / 2)
  rw [show 2 * (θ / 2) = θ by ring] at hk
  have hs := Real.sin_sq_add_cos_sq θ
  have hM : Matrix.scalar (Fin 4) x - hamiltonian D t θ =
      !![x + D, 0, t, 0;
         0, x - D, 0, t;
         t, 0, x + D * Real.cos θ, D * Real.sin θ;
         0, t, D * Real.sin θ, x - D * Real.cos θ] := by
    ext i j
    fin_cases i <;> fin_cases j <;> simp [hamiltonian, Matrix.scalar_apply]
  rw [hM]
  simp [Matrix.det_succ_row_zero, Fin.sum_univ_succ, Fin.succAbove]
  linear_combination (-(x ^ 2 - D ^ 2) * D ^ 2) * hs - 2 * t ^ 2 * D ^ 2 * hk

/-- The square of a level is its radicand whenever the overlap satisfies `x² ≤ 1`. -/
theorem level_sq (D t x : ℝ) (hx : x ^ 2 ≤ 1) :
    level D t x ^ 2 = D ^ 2 + t ^ 2 + 2 * D * t * x := by
  apply Real.sq_sqrt
  -- the radicand is a sum of two non-negative terms
  have h : 0 ≤ t ^ 2 * (1 - x ^ 2) := mul_nonneg (sq_nonneg t) (by linarith)
  nlinarith [sq_nonneg (D + t * x)]

/-- The four one-electron levels of the dimer are `±√(D² + t² ± 2Dt cos(θ/2))`. -/
theorem spectrum_eq (D t θ : ℝ) :
    (hamiltonian D t θ).charpoly.roots =
      {level D t (Real.cos (θ / 2)), -level D t (Real.cos (θ / 2)),
        level D t (-Real.cos (θ / 2)), -level D t (-Real.cos (θ / 2))} := by
  have ha := level_sq D t (Real.cos (θ / 2)) (Real.cos_sq_le_one _)
  have hb := level_sq D t (-Real.cos (θ / 2)) (by rw [neg_sq]; exact Real.cos_sq_le_one _)
  generalize level D t (Real.cos (θ / 2)) = a at *
  generalize level D t (-Real.cos (θ / 2)) = b at *
  have hp : (hamiltonian D t θ).charpoly =
      (({a, -a, b, -b} : Multiset ℝ).map (fun r => X - C r)).prod := by
    apply Polynomial.funext
    intro x
    rw [Matrix.eval_charpoly, secular_det]
    simp only [Multiset.insert_eq_cons, Multiset.map_cons, Multiset.map_singleton,
      Multiset.prod_cons, Multiset.prod_singleton, eval_mul, eval_sub, eval_X, eval_C]
    linear_combination (x ^ 2 - (D ^ 2 + t ^ 2 - 2 * D * t * Real.cos (θ / 2))) * ha +
      (x ^ 2 - a ^ 2) * hb
  rw [hp, Polynomial.roots_multiset_prod_X_sub_C]

/-- The band energy is `-√(D² + t² + 2Dtc) - √(D² + t² - 2Dtc)` with `c = cos(θ/2)`. -/
theorem energy_eq (D t θ : ℝ) :
    energy D t θ = -Real.sqrt (D ^ 2 + t ^ 2 + 2 * D * t * Real.cos (θ / 2)) -
      Real.sqrt (D ^ 2 + t ^ 2 - 2 * D * t * Real.cos (θ / 2)) := by
  have ha : 0 ≤ level D t (Real.cos (θ / 2)) := Real.sqrt_nonneg _
  have hb : 0 ≤ level D t (-Real.cos (θ / 2)) := Real.sqrt_nonneg _
  have hb' : Real.sqrt (D ^ 2 + t ^ 2 - 2 * D * t * Real.cos (θ / 2)) =
      level D t (-Real.cos (θ / 2)) := by
    unfold level
    congr 1
    ring
  rw [hb', energy, spectrum_eq]
  simp only [Multiset.insert_eq_cons, Multiset.map_cons, Multiset.map_singleton,
    Multiset.sum_cons, Multiset.sum_singleton]
  rw [min_eq_right ha, min_eq_right hb, min_eq_left (neg_nonpos.mpr ha),
    min_eq_left (neg_nonpos.mpr hb)]
  unfold level
  ring

/-- For `|t| < D` and `x² ≤ 1`, a level exceeds its first-order value `D + tx` by an amount
of second order in the hopping, bounded from both sides. -/
theorem level_bounds {D t x : ℝ} (h : |t| < D) (hx : x ^ 2 ≤ 1) :
    t ^ 2 * (1 - x ^ 2) / (2 * (D + |t|)) ≤ level D t x - (D + t * x) ∧
      level D t x - (D + t * x) ≤ t ^ 2 * (1 - x ^ 2) / (2 * (D - |t|)) := by
  have ht := abs_nonneg t
  have hsq := level_sq D t x hx
  have he : 0 ≤ level D t x := Real.sqrt_nonneg _
  have htx : |t * x| ≤ |t| := by
    rw [abs_mul]
    exact mul_le_of_le_one_right ht ((sq_le_one_iff_abs_le_one x).mp hx)
  obtain ⟨h1, h2⟩ := abs_le.mp htx
  have hD : 0 < D := lt_of_le_of_lt ht h
  have m1 := mul_le_mul_of_nonneg_left h1 hD.le
  have m2 := mul_le_mul_of_nonneg_left h2 hD.le
  -- the level lies within the hopping width around D
  have hu : level D t x ≤ D + |t| := by
    apply le_of_sq_le_sq₀ _ (by linarith)
    nlinarith [sq_abs t]
  have hl : D - |t| ≤ level D t x := by
    apply le_of_sq_le_sq₀ _ he
    nlinarith [sq_abs t]
  have hN : 0 ≤ t ^ 2 * (1 - x ^ 2) := mul_nonneg (sq_nonneg t) (by linarith)
  have hpos : 0 < level D t x + (D + t * x) := by linarith
  -- difference of squares
  have hq : level D t x - (D + t * x) =
      t ^ 2 * (1 - x ^ 2) / (level D t x + (D + t * x)) := by
    rw [eq_div_iff hpos.ne']
    linear_combination hsq
  rw [hq]
  exact ⟨div_le_div_of_nonneg_left hN hpos (by linarith),
    div_le_div_of_nonneg_left hN (by linarith) (by linarith)⟩
where
  /-- If `a² ≤ b²` and `b` is non-negative, then `a ≤ b`. -/
  le_of_sq_le_sq₀ {a b : ℝ} (hab : a ^ 2 ≤ b ^ 2) (hb : 0 ≤ b) : a ≤ b :=
    (abs_le_of_sq_le_sq' hab hb).2

/-- For `|t| < D`, the energy gained by hopping, relative to `-2D`, lies between
`(t²/2)(1 - cos θ)/(D + |t|)` and `(t²/2)(1 - cos θ)/(D - |t|)`. -/
theorem superexchange_bounds {D t : ℝ} (θ : ℝ) (h : |t| < D) :
    t ^ 2 / 2 * (1 - Real.cos θ) / (D + |t|) ≤ -(energy D t θ + 2 * D) ∧
      -(energy D t θ + 2 * D) ≤ t ^ 2 / 2 * (1 - Real.cos θ) / (D - |t|) := by
  have hk := Real.cos_two_mul (θ / 2)
  rw [show 2 * (θ / 2) = θ by ring] at hk
  have hc := Real.cos_sq_le_one (θ / 2)
  have b1 := level_bounds h hc
  have b2 := level_bounds (x := -Real.cos (θ / 2)) h (by rw [neg_sq]; exact hc)
  have hN : t ^ 2 * (1 - Real.cos (θ / 2) ^ 2) = t ^ 2 / 2 * (1 - Real.cos θ) := by
    rw [hk]
    ring
  have half : ∀ N y : ℝ, N / (2 * y) = N / y / 2 := fun N y => by ring
  rw [hN, half, half] at b1
  rw [neg_sq, hN, half, half] at b2
  have hE : energy D t θ =
      -level D t (Real.cos (θ / 2)) - level D t (-Real.cos (θ / 2)) := by
    rw [energy_eq]
    unfold level
    rw [mul_neg, ← sub_eq_add_neg]
  -- the terms linear in t cancel in the sum
  rw [hE]
  constructor <;> linarith [b1.1, b1.2, b2.1, b2.2]

/-- Superexchange limit: `D (E(D) + 2D)` tends to `-(t²/2)(1 - cos θ)` as `D → ∞`. -/
theorem superexchange_limit (t θ : ℝ) :
    Tendsto (fun D => D * (energy D t θ + 2 * D)) atTop
      (𝓝 (-(t ^ 2 / 2 * (1 - Real.cos θ)))) := by
  have ratio : ∀ a : ℝ, Tendsto (fun D : ℝ => D / (D + a)) atTop (𝓝 1) := by
    intro a
    have h0 : Tendsto (fun D : ℝ => a / (D + a)) atTop (𝓝 0) :=
      tendsto_const_nhds.div_atTop (tendsto_atTop_add_const_right atTop a tendsto_id)
    have h1 : Tendsto (fun D : ℝ => 1 - a / (D + a)) atTop (𝓝 1) := by
      simpa using h0.const_sub 1
    refine h1.congr' ?_
    filter_upwards [eventually_gt_atTop (-a)] with D hD
    have hne : D + a ≠ 0 := by linarith
    rw [eq_div_iff hne, sub_mul, div_mul_cancel₀ a hne]
    ring
  have lim : ∀ a : ℝ, Tendsto (fun D : ℝ => -(t ^ 2 / 2 * (1 - Real.cos θ) * (D / (D + a))))
      atTop (𝓝 (-(t ^ 2 / 2 * (1 - Real.cos θ)))) := by
    intro a
    simpa only [mul_one] using ((ratio a).const_mul (t ^ 2 / 2 * (1 - Real.cos θ))).neg
  -- squeeze between the two finite-D bounds
  refine tendsto_of_tendsto_of_tendsto_of_le_of_le' (lim (-|t|)) (lim |t|) ?_ ?_
  · filter_upwards [eventually_gt_atTop |t|] with D hD
    have m := mul_le_mul_of_nonneg_left (superexchange_bounds θ hD).2
      ((abs_nonneg t).trans hD.le)
    have e : D * (t ^ 2 / 2 * (1 - Real.cos θ) / (D - |t|)) =
        t ^ 2 / 2 * (1 - Real.cos θ) * (D / (D + -|t|)) := by
      rw [← sub_eq_add_neg]
      ring
    rw [e] at m
    linarith
  · filter_upwards [eventually_gt_atTop |t|] with D hD
    have m := mul_le_mul_of_nonneg_left (superexchange_bounds θ hD).1
      ((abs_nonneg t).trans hD.le)
    have e : D * (t ^ 2 / 2 * (1 - Real.cos θ) / (D + |t|)) =
        t ^ 2 / 2 * (1 - Real.cos θ) * (D / (D + |t|)) := by ring
    rw [e] at m
    linarith

/-- With `D = U/2`, the energy difference between two angles, multiplied by `U`, tends to
`t² (cos θ - cos θ')` as `U → ∞`. -/
theorem heisenberg_limit (t θ θ' : ℝ) :
    Tendsto (fun U => U * (energy (U / 2) t θ - energy (U / 2) t θ')) atTop
      (𝓝 (t ^ 2 * (Real.cos θ - Real.cos θ'))) := by
  have hU : Tendsto (fun U : ℝ => U / 2) atTop atTop :=
    tendsto_id.atTop_div_const two_pos
  have h := (((superexchange_limit t θ).comp hU).sub
    ((superexchange_limit t θ').comp hU)).const_mul 2
  convert h using 1
  · funext U
    simp only [Function.comp_apply]
    ring
  · congr 1
    ring

/-- For parallel fields and `|t| ≤ D` the band energy is exactly `-2D`. -/
theorem energy_parallel {D t : ℝ} (h : |t| ≤ D) : energy D t 0 = -2 * D := by
  obtain ⟨h1, h2⟩ := abs_le.mp h
  rw [energy_eq, zero_div, Real.cos_zero,
    show D ^ 2 + t ^ 2 + 2 * D * t * 1 = (D + t) ^ 2 by ring,
    show D ^ 2 + t ^ 2 - 2 * D * t * 1 = (D - t) ^ 2 by ring,
    Real.sqrt_sq (by linarith), Real.sqrt_sq (by linarith)]
  ring

end

end SuperexchangeDimer
```

```lean
#print axioms SuperexchangeDimer.heisenberg_limit
#print axioms SuperexchangeDimer.energy_parallel
```

```
'SuperexchangeDimer.heisenberg_limit' depends on axioms: [propext, Classical.choice, Quot.sound]
'SuperexchangeDimer.energy_parallel' depends on axioms: [propext, Classical.choice, Quot.sound]
```

## The algebra and the squeeze in Lean

`secular_det` expands the 4×4 determinant directly instead of using blocks; its variable `x` is the ε above. The closing `linear_combination` uses sin²θ + cos²θ = 1 and the double-angle formula.

`level_sq` shows that the radicand is non-negative by writing it as (D + tx)² + t²(1 − x²). `spectrum_eq` then compares the characteristic polynomial with the product of four linear factors at every real argument, and reads off the roots with their multiplicities. In `energy_eq`, the signs of the levels decide each `min`.

`level_bounds` follows the difference-of-squares argument. The facts `hu` and `hl` confine the level to the interval from D − |t| to D + |t|, `hq` is the quotient formula, and `div_le_div_of_nonneg_left` turns bounds on the denominator into bounds on the quotient. `superexchange_bounds` applies this at c and −c; `linarith` adds the inequalities, and the linear terms cancel there.

In `superexchange_limit`, the auxiliary fact `ratio` says that D/(D + a) → 1 for every fixed a. It is used with a = −|t| and a = |t|, and the squeeze needs the bounds only for D > |t|, which `filter_upwards` supplies. `heisenberg_limit` substitutes D = U/2, subtracts two such limits and doubles the result. `energy_parallel` recognises the radicands as (D + t)² and (D − t)², with `|t| ≤ D` fixing the signs of the roots.
